# The smallest term in a factorial model of hydrogen's Stark series is the tunnelling exponential up to a factor at most linear in 1/F

When a divergent perturbation series is summed term by term at a given field, one has to decide at which order to stop, and a common rule is to stop at the smallest term. In the model below for the ground-state Stark series of hydrogen, that term lies between $e^{-2/(3F)}$ and $e^3\left(1+\frac{2}{3F}\right)e^{-2/(3F)}$ for every field strength $F>0$ in atomic units.

```lean
import Mathlib

open scoped Nat

namespace StarkSeries

noncomputable section

/-- Model for the size of the term of order `2k` in the ground-state Stark series of hydrogen at
field `F` (atomic units): factorial growth times a power of the field. -/
def starkTerm (F : ℝ) (k : ℕ) : ℝ := ((2 * k)! : ℝ) * (3 * F / 2) ^ (2 * k)

/-- Each term is the previous one times `(2k+1)(2k+2)(3F/2)²`. -/
theorem starkTerm_succ (F : ℝ) (k : ℕ) :
    starkTerm F (k + 1) =
      (2 * (k : ℝ) + 1) * (2 * k + 2) * (3 * F / 2) ^ 2 * starkTerm F k := by
  unfold starkTerm
  rw [show 2 * (k + 1) = 2 * k + 1 + 1 by ring, Nat.factorial_succ, Nat.factorial_succ]
  push_cast
  ring

/-- For a positive field, the next term is smaller than the present one exactly when
`(2k+1)(2k+2) < 4/(9F²)`. -/
theorem starkTerm_succ_lt_iff {F : ℝ} (hF : 0 < F) (k : ℕ) :
    starkTerm F (k + 1) < starkTerm F k ↔
      (2 * (k : ℝ) + 1) * (2 * k + 2) < 4 / (9 * F ^ 2) := by
  have ht : 0 < starkTerm F k := by unfold starkTerm; positivity
  rw [starkTerm_succ, lt_div_iff₀ (by positivity)]
  constructor
  · intro h
    have h1 : (2 * (k : ℝ) + 1) * (2 * k + 2) * (3 * F / 2) ^ 2 < 1 :=
      lt_of_mul_lt_mul_right (by linarith) ht.le
    linarith
  · intro h
    have h1 : (2 * (k : ℝ) + 1) * (2 * k + 2) * (3 * F / 2) ^ 2 < 1 := by linarith
    have h2 := mul_lt_mul_of_pos_right h1 ht
    linarith

/-- For a positive field there is an index `N` with `2N(2N-1) < 4/(9F²) ≤ (2N+1)(2N+2)`. -/
theorem exists_turning_order {F : ℝ} (hF : 0 < F) :
    ∃ N : ℕ, 2 * (N : ℝ) * (2 * N - 1) < 4 / (9 * F ^ 2) ∧
      4 / (9 * F ^ 2) ≤ (2 * (N : ℝ) + 1) * (2 * N + 2) := by
  classical
  have hc : 0 < 4 / (9 * F ^ 2) := by positivity
  have h : ∃ n : ℕ, 4 / (9 * F ^ 2) ≤ (2 * (n : ℝ) + 1) * (2 * n + 2) := by
    obtain ⟨n, hn⟩ := exists_nat_ge (4 / (9 * F ^ 2))
    have hn0 : (0 : ℝ) ≤ n := Nat.cast_nonneg n
    exact ⟨n, by nlinarith [mul_nonneg hn0 hn0]⟩
  -- take the first index at which the ratio of terms is at least one
  refine ⟨Nat.find h, ?_, Nat.find_spec h⟩
  rcases Nat.eq_zero_or_pos (Nat.find h) with h0 | h0
  · rw [h0]
    simpa using hc
  · obtain ⟨m, hm⟩ := Nat.exists_eq_succ_of_ne_zero h0.ne'
    have h1 : (2 * (m : ℝ) + 1) * (2 * m + 2) < 4 / (9 * F ^ 2) :=
      not_le.mp (Nat.find_min h (show m < Nat.find h by omega))
    rw [hm]
    push_cast
    linarith

/-- For a positive field, if `2N(2N-1) < 4/(9F²) ≤ (2N+1)(2N+2)`, then no term of the series is
smaller than the one with index `N`. -/
theorem starkTerm_turning_le {F : ℝ} (hF : 0 < F) {N : ℕ}
    (hlo : 2 * (N : ℝ) * (2 * N - 1) < 4 / (9 * F ^ 2))
    (hhi : 4 / (9 * F ^ 2) ≤ (2 * (N : ℝ) + 1) * (2 * N + 2)) (k : ℕ) :
    starkTerm F N ≤ starkTerm F k := by
  -- below the turning index the terms fall
  have down : ∀ d j : ℕ, j + d = N → starkTerm F N ≤ starkTerm F j := by
    intro d
    induction d with
    | zero => intro j hj; rw [← hj, add_zero]
    | succ d ih =>
      intro j hj
      refine (ih (j + 1) (by omega)).trans ((starkTerm_succ_lt_iff hF j).mpr ?_).le
      have h1 : (j : ℝ) + 1 ≤ N := by exact_mod_cast (show j + 1 ≤ N by omega)
      have h2 : (0 : ℝ) ≤ j := Nat.cast_nonneg j
      have h3 : 0 ≤ ((N : ℝ) - (j + 1)) * (4 * (N + j + 1) - 2) :=
        mul_nonneg (by linarith) (by linarith)
      linarith
  -- above it they do not fall
  have up : ∀ d : ℕ, starkTerm F N ≤ starkTerm F (N + d) := by
    intro d
    induction d with
    | zero => exact le_refl _
    | succ d ih =>
      refine ih.trans (not_lt.mp fun hlt => ?_)
      have h1 := (starkTerm_succ_lt_iff hF (N + d)).mp hlt
      push_cast at h1
      have h2 : (0 : ℝ) ≤ N := Nat.cast_nonneg N
      have h3 : (0 : ℝ) ≤ d := Nat.cast_nonneg d
      nlinarith [mul_nonneg h2 h3, mul_nonneg h3 h3]
  rcases le_total k N with h | h
  · exact down (N - k) k (by omega)
  · have h1 := up (k - N)
    rwa [Nat.add_sub_cancel' h] at h1

/-- For a positive field, no term of the series lies below the tunnelling exponential
`exp(-2/(3F))`. -/
theorem tunnelling_le_starkTerm {F : ℝ} (hF : 0 < F) (k : ℕ) :
    Real.exp (-(2 / (3 * F))) ≤ starkTerm F k := by
  -- a single term of the exponential series is below its sum
  have h := Real.pow_div_factorial_le_exp (2 / (3 * F)) (by positivity) (2 * k)
  rw [div_le_iff₀ (by positivity)] at h
  have hxy : (2 / (3 * F)) ^ (2 * k) * (3 * F / 2) ^ (2 * k) = 1 := by
    rw [← mul_pow, show 2 / (3 * F) * (3 * F / 2) = 1 by field_simp, one_pow]
  have h2 : 1 ≤ Real.exp (2 / (3 * F)) * starkTerm F k := by
    rw [← hxy, starkTerm, ← mul_assoc]
    exact mul_le_mul_of_nonneg_right h (by positivity)
  rw [Real.exp_neg, inv_le_iff_one_le_mul₀ (Real.exp_pos _), mul_comm]
  exact h2

/-- A Stirling-type upper bound on the factorial: `(n+1)! ≤ (n+1)^(n+2) exp(-n)`. -/
theorem factorial_succ_le (n : ℕ) :
    ((n + 1)! : ℝ) ≤ ((n : ℝ) + 1) ^ (n + 2) * Real.exp (-(n : ℝ)) := by
  induction n with
  | zero => simp
  | succ n ih =>
    have e : ((n : ℝ) + 2) * (1 / ((n : ℝ) + 2)) = 1 := mul_one_div_cancel (by positivity)
    have h2 : (n : ℝ) + 1 ≤ (n + 2) * Real.exp (-(1 / ((n : ℝ) + 2))) := by
      have h1 := mul_le_mul_of_nonneg_left (Real.add_one_le_exp (-(1 / ((n : ℝ) + 2))))
        (show (0 : ℝ) ≤ n + 2 by positivity)
      linarith
    have e2 : ((n + 2 : ℕ) : ℝ) * (-(1 / ((n : ℝ) + 2))) = -1 := by
      push_cast
      linear_combination (-1 : ℝ) * e
    have h3 := pow_le_pow_left₀ (by positivity) h2 (n + 2)
    rw [mul_pow, ← Real.exp_nat_mul, e2] at h3
    have e3 : Real.exp (-((n + 1 : ℕ) : ℝ)) = Real.exp (-1) * Real.exp (-(n : ℝ)) := by
      rw [← Real.exp_add]
      congr 1
      push_cast
      ring
    have e4 : ((n + 1 : ℕ) : ℝ) + 1 = n + 2 := by push_cast; ring
    rw [Nat.factorial_succ (n + 1), Nat.cast_mul, e3, Nat.cast_add_one, e4]
    calc ((n : ℝ) + 2) * ((n + 1)! : ℝ)
        ≤ (n + 2) * (((n : ℝ) + 1) ^ (n + 2) * Real.exp (-(n : ℝ))) :=
          mul_le_mul_of_nonneg_left ih (by positivity)
      _ ≤ (n + 2) * (((n : ℝ) + 2) ^ (n + 2) * Real.exp (-1) * Real.exp (-(n : ℝ))) := by
          gcongr
      _ = ((n : ℝ) + 2) ^ (n + 1 + 2) * (Real.exp (-1) * Real.exp (-(n : ℝ))) := by
          rw [show n + 1 + 2 = (n + 2) + 1 by ring, pow_succ]
          ring

/-- For a positive field, a term whose order `2k` satisfies `2k ≤ 2/(3F) ≤ 2k+2` exceeds the
tunnelling exponential by at most the factor `e³(1 + 2/(3F))`. -/
theorem starkTerm_le_tunnelling {F : ℝ} (hF : 0 < F) {k : ℕ}
    (hlo : 2 * (k : ℝ) ≤ 2 / (3 * F)) (hhi : 2 / (3 * F) ≤ 2 * (k : ℝ) + 2) :
    starkTerm F k ≤
      Real.exp 3 * (1 + 2 / (3 * F)) * Real.exp (-(2 / (3 * F))) := by
  have hy : 0 < 2 / (3 * F) := by positivity
  have hP := mul_pos (Real.exp_pos 3) (Real.exp_pos (-(2 / (3 * F))))
  have hyP := mul_pos hy hP
  cases k with
  | zero =>
    have h1 : 1 ≤ Real.exp 3 * Real.exp (-(2 / (3 * F))) := by
      rw [← Real.exp_add]
      apply Real.one_le_exp
      push_cast at hhi
      linarith
    have h0 : starkTerm F 0 = 1 := by simp [starkTerm]
    rw [h0]
    linarith
  | succ m =>
    have hre : ∀ (a x E : ℝ) (n : ℕ), a ^ (n + 1) * E * x ^ n = a * (a * x) ^ n * E := by
      intro a x E n
      rw [mul_pow, pow_succ]
      ring
    have ha : ((2 * m + 1 : ℕ) : ℝ) + 1 ≤ 2 / (3 * F) := by
      push_cast at hlo ⊢
      linarith
    have hax : (((2 * m + 1 : ℕ) : ℝ) + 1) * (3 * F / 2) ≤ 1 := by
      have h1 := (le_div_iff₀ (by positivity)).mp ha
      linarith
    have hp := pow_le_one₀ (n := 2 * m + 1 + 1) (by positivity) hax
    have he : Real.exp (-((2 * m + 1 : ℕ) : ℝ)) ≤
        Real.exp 3 * Real.exp (-(2 / (3 * F))) := by
      rw [← Real.exp_add]
      apply Real.exp_le_exp.mpr
      push_cast at hhi ⊢
      linarith
    -- insert the factorial bound, then use that the order times 3F/2 is at most one
    have h1 := mul_le_mul_of_nonneg_right (factorial_succ_le (2 * m + 1))
      (show 0 ≤ (3 * F / 2) ^ (2 * m + 1 + 1) by positivity)
    have h2 := h1.trans_eq (hre _ _ _ (2 * m + 1 + 1))
    have h3 := mul_le_mul (mul_le_mul ha hp (by positivity) hy.le) he
      (Real.exp_pos _).le (by positivity)
    rw [starkTerm, show 2 * (m + 1) = 2 * m + 1 + 1 by ring]
    refine (h2.trans h3).trans ?_
    linarith

/-- For every positive field the series has a smallest term, which lies between the tunnelling
exponential `exp(-2/(3F))` and `e³(1 + 2/(3F))` times that exponential. -/
theorem smallest_term_at_tunnelling_scale {F : ℝ} (hF : 0 < F) :
    ∃ N : ℕ, (∀ k, starkTerm F N ≤ starkTerm F k) ∧
      Real.exp (-(2 / (3 * F))) ≤ starkTerm F N ∧
      starkTerm F N ≤
        Real.exp 3 * (1 + 2 / (3 * F)) * Real.exp (-(2 / (3 * F))) := by
  obtain ⟨N, hlo, hhi⟩ := exists_turning_order hF
  have hmin := starkTerm_turning_le hF hlo hhi
  refine ⟨N, hmin, tunnelling_le_starkTerm hF N, ?_⟩
  -- compare with the term whose order is next to 2/(3F)
  have h1 := Nat.floor_le (show 0 ≤ 2 / (3 * F) / 2 by positivity)
  have h2 := Nat.lt_floor_add_one (2 / (3 * F) / 2)
  exact (hmin ⌊2 / (3 * F) / 2⌋₊).trans
    (starkTerm_le_tunnelling hF (by linarith) (by linarith))

end

end StarkSeries
```

```lean
#print axioms StarkSeries.smallest_term_at_tunnelling_scale
-- 'StarkSeries.smallest_term_at_tunnelling_scale' depends on axioms: [propext, Classical.choice, Quot.sound]
```

## The model and its two scales

The ground-state energy of hydrogen in a uniform static field has an expansion in even powers of $F$. At high order its coefficients grow factorially. The file keeps this growth law, drops the constant prefactor, and models the size of the term of order $2k$ by

$$t_k=(2k)!\left(\frac{3F}{2}\right)^{2k},\qquad k=0,1,2,\dots$$

In Lean this is `starkTerm F k`, with `F` a real number and `k` a natural number. The index $k$ counts the even orders, so the order in the field is $2k$.

It is convenient to write $y=2/(3F)$. Then $t_k=(2k)!/y^{2k}$, and the quantity $4/(9F^2)$ in the file is $y^2$.

The number $y$ is also the tunnelling exponent. The field lowers the potential on one side of the atom, and the electron, bound by $1/2$ hartree, can leak out through the barrier. If the Coulomb attraction inside the barrier is neglected, the exponent is

$$2\int_0^{1/(2F)}\sqrt{1-2Fx}\,dx=\frac{2}{3F}.$$

In a weak field the ionisation rate is, to leading order, $e^{-y}$ times a prefactor that depends on $F$. In fields strong enough to remove the barrier, $e^{-y}$ no longer describes the ionisation. The theorems compare $t_k$ with the exponential alone.

Both the growth law and the exponent are put in by hand. No Hamiltonian appears in the file, and neither the true coefficients nor the error of a truncated sum is estimated. The inequalities concern the sizes of the model terms.

## What the theorems say

The theorems listed here all assume `0 < F`.

- `starkTerm_succ_lt_iff`: the next term is smaller, $t_{k+1}<t_k$, exactly when $(2k+1)(2k+2)<y^2$.
- `exists_turning_order` and `starkTerm_turning_le`: there is an $N$ with $2N(2N-1)<y^2\le(2N+1)(2N+2)$, and any such $N$ satisfies $t_N\le t_k$ for all $k$.
- `tunnelling_le_starkTerm`: $e^{-y}\le t_k$ for every $k$, so no order has a term below the tunnelling exponential.
- `smallest_term_at_tunnelling_scale`: some $N$ gives a smallest term, and $e^{-y}\le t_N\le e^3(1+y)e^{-y}$.

For a perturbative calculation of hydrogen's ground-state energy in a static field, this gives a stopping order and bounds on the last term kept, within a model that retains only the growth law and leaves out the constant prefactor. At $F=0.05$, for example, $y^2\approx177.8$ lies between $11\cdot12=132$ and $13\cdot14=182$, so $N=6$ and the smallest term has order 12. In a strong field with $y^2\le2$ one finds $N=0$: the terms never fall, and $t_0=1$ is already the smallest.

It is easy to confuse the index with the order. Someone who reads $N=6$ as "stop at order 6" stops at $t_3$, which at this field is more than eight times larger than $t_6$. The same confusion in a formal definition, with `k` in place of `2 * k`, would describe a series that also has odd orders.

## Where the terms stop falling

Passing from $k$ to $k+1$ multiplies the factorial by $(2k+1)(2k+2)$ and the power by $(3F/2)^2=1/y^2$. Hence

$$t_{k+1}=\frac{(2k+1)(2k+2)}{y^2}\,t_k .$$

This is `starkTerm_succ`, proved by unfolding the factorial twice. Since $t_k>0$, the next term is smaller exactly when the ratio is below one, which is the stated criterion. The Lean proof cancels the positive factor $t_k$ in one direction and multiplies by it in the other.

The product $(2k+1)(2k+2)$ grows without bound, so there is a first $N$ with $y^2\le(2N+1)(2N+2)$. Lean obtains it with `Nat.find`. If $N=0$, the lower condition reads $0<y^2$, which is true. If $N=m+1$, then $m$ failed the test, so $(2m+1)(2m+2)<y^2$, and the left side equals $2N(2N-1)$.

For $j<N$ we have $(2j+1)(2j+2)\le2N(2N-1)<y^2$, so the terms fall from $j=0$ up to $N$. For $k\ge N$ we have $(2k+1)(2k+2)\ge y^2$, so they do not fall afterwards. Therefore $t_N$ is a smallest term. If $y^2=(2N+1)(2N+2)$, the next term is equally small.

In `starkTerm_turning_le` these two halves are the inductions `down` and `up`, each over the distance `d` from the turning index $N$. The first comparison of products in `down` comes from the factorisation

$$2N(2N-1)-(2j+2)(2j+1)=(N-j-1)\bigl(4(N+j+1)-2\bigr)\ge0 .$$

## Why no term goes below the exponential

All terms of the series $e^y=\sum_n y^n/n!$ are positive, so each one is at most the sum. With $n=2k$,

$$\frac{y^{2k}}{(2k)!}\le e^y .$$

The left side is $1/t_k$, and taking reciprocals gives $t_k\ge e^{-y}$. In Lean the first inequality is `Real.pow_div_factorial_le_exp`. The step `hxy` records that $y^{2k}(3F/2)^{2k}=1$, which turns the inequality into $1\le e^y t_k$.

The sign of $F$ matters here. The terms depend only on $F^2$, but the exponential does not. For $F=-2/3$ we get $y=-1$, so the claimed lower bound is $e$, while $t_0=1$. The bound therefore fails if $F>0$ is weakened to $F\ne0$. Physically, reversing the field leaves the ground-state energy and the ionisation rate unchanged, so for a field of either sign the exponent should be written with $|F|$.

## How close the smallest term comes

The upper bound is obtained here from a bound on the factorial. It is not sharp: by Stirling's formula, which the file does not use, the smallest term approaches $\sqrt{2\pi y}\,e^{-y}$ in relative terms as the field goes to zero, so the true factor grows only like the square root of $1/F$. The lemma `factorial_succ_le` states, for every natural $n$,

$$(n+1)!\le(n+1)^{n+2}e^{-n}.$$

At $n=0$ both sides equal one. For the induction step, $1+x\le e^x$ with $x=-1/(n+2)$ gives

$$n+1=(n+2)\left(1-\frac1{n+2}\right)\le(n+2)\,e^{-1/(n+2)} .$$

Raising this to the power $n+2$ yields $(n+1)^{n+2}\le(n+2)^{n+2}e^{-1}$. Therefore

$$(n+2)!=(n+2)(n+1)!\le(n+2)(n+1)^{n+2}e^{-n}\le(n+2)^{n+3}e^{-(n+1)},$$

which is the claim for $n+1$. The `calc` block at the end of the Lean proof is this chain.

Now take a $k$ with $2k\le y\le2k+2$, as in `starkTerm_le_tunnelling`. Suppose first that $k\ge1$. The factorial bound with $n=2k-1$ gives

$$t_k\le 2k\left(\frac{2k}{y}\right)^{2k}e^{-(2k-1)} .$$

Three estimates finish this case:

1. The first factor satisfies $2k\le y$ (`ha`).
2. The power is at most one, because $2k/y\le1$ (`hax` and `hp`).
3. Since $2k\ge y-2$, the exponential satisfies $e^{1-2k}\le e^{3-y}$ (`he`).

Together they give $t_k\le y\,e^3e^{-y}\le e^3(1+y)e^{-y}$. Lean writes $k$ as `m + 1` in this case, so the factorial lemma is applied at `2 * m + 1`.

If $k=0$, then $t_0=1$ and $y\le2$. Hence $e^{3-y}\ge e\ge1$, and the bound holds again. This case is the reason for the $1$ in the factor $1+y$: for very small $y$, the expression $y\,e^3e^{-y}$ would drop below $t_0$.

A suitable $k$ always exists, namely the integer part of $y/2$, written `⌊2 / (3 * F) / 2⌋₊` in the final theorem. It can differ from the turning index $N$, and this does no harm. Since $t_N$ is a smallest term,

$$e^{-y}\le t_N\le t_k\le e^3(1+y)e^{-y}.$$
